# Screening in the half-filled Hubbard dimer: the direct RPA resonance at $\omega^2 = 4t^2 + 4tU$ and the static screened interaction

## Can the dimer's dielectric matrix and screened interaction be machine-checked?

If I lose the spin factor of two in the density response of the half-filled Hubbard dimer, nothing in my Bethe-Salpeter calculation complains. With hopping $t > 0$ and on-site repulsion $U > 0$, the resonance of the direct RPA, which leaves out exchange, moves from $\omega^2 = 4t^2 + 4tU$ to $4t^2 + 2tU$, the static screened on-site interaction comes out too strong, and both results still look reasonable.

I believe the correct statement is this. In the site basis, take $v = U\,\mathbb 1$ and $\chi_0(\omega) = 8t\,rr^T/(\omega^2 - 4t^2)$ with $r = (1/2, -1/2)$. Away from $\omega^2 = 4t^2$, the matrix $1 - v\chi_0(\omega)$ is singular exactly at $\omega^2 = 4t^2 + 4tU$. The static $W = (1 - v\chi_0(0))^{-1}v$ gives a direct term $U/2$ between the orbital densities $(1/2, 1/2)$ and a coupling $r^TWr = Ut/(2(t+U))$. I would like to see this made rigorous in Lean, along with what these two numbers imply for the triplet excitation.

## All the screening sits in one density pattern

The claim is correct, and the triplet problem with orbital gap $2t$ and static screening is stable exactly when $U < (1+\sqrt5)\,t$. For this two-site model with a single orbital pair, the formulas give closed reference values for a Bethe-Salpeter implementation.

### From the orbitals to the triplet threshold

The bonding and antibonding orbitals $(1, \pm 1)/\sqrt2$ have energies $\mp t$, so the gap is $2t$. Their product on the two sites is $r$, and each orbital has density $n = (1/2, 1/2)$. Each spin contributes
$$rr^T\left[\frac{1}{\omega - 2t} - \frac{1}{\omega + 2t}\right] = \frac{4t}{\omega^2 - 4t^2}\,rr^T,$$
and the two spins together give $\chi_0$.

Write $R = rr^T$, $D = \omega^2 - 4t^2$, $E = D - 4tU$ and $a = 8tU/D$. The dielectric matrix is then $1 - aR$. Since $r^Tr = 1/2$, we have $R^2 = r(r^Tr)r^T = R/2$ and $Rr = r/2$, so
$$(1 - aR)\,r = \left(1 - \frac a2\right) r = \frac ED\, r .$$
Since $r^Tn = 0$, the vector $n$ is left unchanged. The determinant is therefore $E/D$, which vanishes exactly when $\omega^2 = 4t^2 + 4tU$.

For the inverse, try $1 + bR$:
$$(1 - aR)(1 + bR) = 1 + \left(b - a - \frac{ab}{2}\right)R .$$
The bracket vanishes for $b = a/(1 - a/2) = 8tU/E$. Multiplying the inverse by $v$ gives
$$W(\omega) = U\,\mathbb 1 + \frac{8tU^2}{E}\,R .$$
At $\omega = 0$ we have $E = -4t(t+U)$, hence
$$W(0) = U\,\mathbb 1 - \frac{2U^2}{t+U}\,R .$$
With $n^TRn = 0$ and $r^TRr = 1/4$, the two matrix elements are
$$n^TWn = \frac U2, \qquad r^TWr = \frac U2 - \frac{U^2}{2(t+U)} = \frac{Ut}{2(t+U)} .$$
Both vectors have squared length $1/2$. For the corresponding unit vectors the values are $U$ and $Ut/(t+U)$.

In the triplet channel the bare exchange term is absent, which leaves $A = 2t - n^TWn$ and $B = -r^TWr$. For excitation and de-excitation amplitudes $x$ and $y$, the quadratic form is
$$A(x^2+y^2) + 2Bxy = (A+B)(x^2+y^2) - B(x-y)^2 .$$
Because $B \le 0$, it is positive definite if $A + B > 0$. Conversely, $x = y = 1$ gives $2(A+B)$, so the condition is also necessary. Finally,
$$2(t+U)(A+B) = 4t^2 + 2tU - U^2 = \big((1+\sqrt5)t - U\big)\big(U + (\sqrt5-1)t\big),$$
and the second factor is positive.

### Real two-site matrices at real frequencies

Vectors over the sites have type `Fin 2 → ℝ`, with sites numbered 0 and 1. The definitions `coulomb`, `chi0`, `dielectric` and `screened` are real $2\times2$ matrices standing for $v$, $\chi_0$, $1 - v\chi_0$ and $W$, and `w` is $\omega$. The screened interaction is defined with the matrix inverse, so its closed form is a theorem.

- `dielectric_singular_iff` expresses singularity as `¬ IsUnit`. It assumes only $\omega^2 \ne 4t^2$, with no signs for $t$ and $U$. This excludes the pole of $\chi_0$, where Lean's division by zero would turn the dielectric matrix into the identity. If $U = 0$, no resonance remains.
- `dielectric_mulVec_r` gives the eigenvalue of $r$.
- `screened_eq` gives $W(\omega)$ away from both the pole and the resonance.
- `static_elements` gives the two static numbers for $t > 0$ and $U \ge 0$; `⬝ᵥ` is the dot product and `*ᵥ` applies a matrix to a vector.
- `triplet_stable_iff` says that the quadratic form is positive for every nonzero pair $(x, y)$ exactly when $U < (1+\sqrt5)t$, again for $t > 0$ and $U \ge 0$.

The response function and the triplet elements enter as definitions; the file does not derive them from the Hubbard Hamiltonian. The RPA used here is the direct one: $v$ acts on the total density, and exchange is left out. If $U$ is instead allowed to act only between opposite spins, as in $U n_\uparrow n_\downarrow$, the RPA charge resonance lies at $\omega^2 = 4t^2 + 2tU$, so that value does not by itself prove that a spin factor was lost. There is no broadening, the gap $2t$ carries no self-energy correction, and the triplet problem uses $W$ at zero frequency only. The resonance and the threshold therefore belong to these approximations and not to the exact spectrum of the dimer.

### An attractive interaction can break the triplet criterion

The condition $U \ge 0$ matters in `triplet_stable_iff`. Take $t = 1$ and $U = -9/10$, which satisfies $U < (1+\sqrt5)t$. Then $A = 2 + 9/20 = 2.45$ and $r^TWr = -0.9/0.2 = -4.5$, so $B = 4.5$. At $x = 1$, $y = -1$ the quadratic form equals $2(A - B) = -4.1$. Since $B$ is now positive, the antisymmetric combination is the soft one, and the criterion no longer sees it.

### The Lean file

```lean
import Mathlib

open Matrix

namespace HubbardDimerScreening

noncomputable section

/-- Product of the bonding and antibonding orbitals on the two sites. -/
def r : Fin 2 → ℝ := ![1/2, -1/2]

/-- Density of one electron in the bonding or in the antibonding orbital. -/
def n : Fin 2 → ℝ := ![1/2, 1/2]

/-- The matrix `r rᵀ` on the two sites. -/
def R : Matrix (Fin 2) (Fin 2) ℝ := vecMulVec r r

/-- On-site Hubbard interaction `v = U 1`. -/
def coulomb (U : ℝ) : Matrix (Fin 2) (Fin 2) ℝ := U • 1

/-- Independent-particle density response with hopping `t` at frequency `w`,
for `w² ≠ 4t²`. -/
def chi0 (t w : ℝ) : Matrix (Fin 2) (Fin 2) ℝ := (8 * t / (w ^ 2 - 4 * t ^ 2)) • R

/-- Dielectric matrix `1 - v χ₀(w)`, for `w² ≠ 4t²`. -/
def dielectric (t U w : ℝ) : Matrix (Fin 2) (Fin 2) ℝ := 1 - coulomb U * chi0 t w

/-- Screened interaction `W(w) = (1 - v χ₀(w))⁻¹ v`, for `w² ≠ 4t²` and an invertible
dielectric matrix. -/
def screened (t U w : ℝ) : Matrix (Fin 2) (Fin 2) ℝ := (dielectric t U w)⁻¹ * coulomb U

/-- The matrix `r rᵀ` squares to half of itself. -/
theorem R_mul_R : R * R = (1 / 2 : ℝ) • R := by
  ext i j
  fin_cases i <;> fin_cases j <;>
    norm_num [R, r, Matrix.mul_apply, Fin.sum_univ_two, vecMulVec_apply]

/-- The dielectric matrix differs from the identity by a multiple of `r rᵀ`. -/
theorem dielectric_eq (t U w : ℝ) :
    dielectric t U w = 1 - (8 * t * U / (w ^ 2 - 4 * t ^ 2)) • R := by
  have h : U * (8 * t / (w ^ 2 - 4 * t ^ 2)) = 8 * t * U / (w ^ 2 - 4 * t ^ 2) := by ring
  rw [dielectric, coulomb, chi0, smul_mul_assoc, one_mul, smul_smul, h]

/-- Determinant of the dielectric matrix away from the orbital gap `2t`. -/
theorem dielectric_det {t U w : ℝ} (hw : w ^ 2 ≠ 4 * t ^ 2) :
    (dielectric t U w).det = (w ^ 2 - 4 * t ^ 2 - 4 * t * U) / (w ^ 2 - 4 * t ^ 2) := by
  have hD : w ^ 2 - 4 * t ^ 2 ≠ 0 := sub_ne_zero.2 hw
  have hdet : ∀ a : ℝ, (1 - a • R).det = 1 - a / 2 := by
    intro a
    rw [Matrix.det_fin_two]
    simp [R, r]
    ring
  rw [dielectric_eq, hdet, sub_div, div_self hD]
  ring

/-- Away from the orbital gap, the dielectric matrix is singular exactly at
`w² = 4t² + 4tU`. -/
theorem dielectric_singular_iff {t U w : ℝ} (hw : w ^ 2 ≠ 4 * t ^ 2) :
    ¬ IsUnit (dielectric t U w) ↔ w ^ 2 = 4 * t ^ 2 + 4 * t * U := by
  have hD : w ^ 2 - 4 * t ^ 2 ≠ 0 := sub_ne_zero.2 hw
  rw [Matrix.isUnit_iff_isUnit_det, dielectric_det hw, isUnit_iff_ne_zero, not_not,
    div_eq_zero_iff]
  constructor
  · intro h
    rcases h with h | h
    · linarith
    · exact absurd h hD
  · intro h
    left
    linarith

/-- The antisymmetric density pattern `r` is an eigenvector of the dielectric matrix. -/
theorem dielectric_mulVec_r {t U w : ℝ} (hw : w ^ 2 ≠ 4 * t ^ 2) :
    dielectric t U w *ᵥ r =
      ((w ^ 2 - 4 * t ^ 2 - 4 * t * U) / (w ^ 2 - 4 * t ^ 2)) • r := by
  have hD : w ^ 2 - 4 * t ^ 2 ≠ 0 := sub_ne_zero.2 hw
  have hR : R *ᵥ r = (1 / 2 : ℝ) • r := by
    ext i
    fin_cases i <;>
      norm_num [R, r, Matrix.mulVec, dotProduct, Fin.sum_univ_two, vecMulVec_apply]
  rw [dielectric_eq, Matrix.sub_mulVec, Matrix.one_mulVec, Matrix.smul_mulVec, hR,
    sub_div, div_self hD]
  module

/-- Closed form of the screened interaction at every frequency away from the orbital gap
and from the resonance `w² = 4t² + 4tU`. -/
theorem screened_eq {t U w : ℝ} (hw : w ^ 2 ≠ 4 * t ^ 2)
    (hres : w ^ 2 ≠ 4 * t ^ 2 + 4 * t * U) :
    screened t U w =
      U • 1 + (8 * t * U ^ 2 / (w ^ 2 - 4 * t ^ 2 - 4 * t * U)) • R := by
  have hD : w ^ 2 - 4 * t ^ 2 ≠ 0 := sub_ne_zero.2 hw
  have hE : w ^ 2 - 4 * t ^ 2 - 4 * t * U ≠ 0 := fun h => hres (by linarith)
  -- the inverse is again the identity plus a multiple of `R`
  have hinv : dielectric t U w *
      (1 + (8 * t * U / (w ^ 2 - 4 * t ^ 2 - 4 * t * U)) • R) = 1 := by
    rw [dielectric_eq]
    have ha := div_mul_cancel₀ (8 * t * U) hD
    have hb := div_mul_cancel₀ (8 * t * U) hE
    generalize 8 * t * U / (w ^ 2 - 4 * t ^ 2) = a at ha ⊢
    generalize 8 * t * U / (w ^ 2 - 4 * t ^ 2 - 4 * t * U) = b at hb ⊢
    have hab : b - a - a * b / 2 = 0 := by
      apply mul_left_cancel₀ (mul_ne_zero hD hE)
      linear_combination (w ^ 2 - 4 * t ^ 2 - 4 * t * U) * (-1 - b / 2) * ha
        + (w ^ 2 - 4 * t ^ 2 - 4 * t * U) * hb
    calc (1 - a • R) * (1 + b • R) = 1 + (b - a - a * b / 2) • R := by
          simp only [sub_mul, mul_add, one_mul, mul_one, smul_mul_smul_comm, R_mul_R]
          module
      _ = 1 := by rw [hab, zero_smul, add_zero]
  rw [screened, Matrix.inv_eq_right_inv hinv, coulomb, mul_smul_comm, mul_one, smul_add,
    smul_smul]
  congr 2
  ring

/-- Static screened interaction of the dimer. -/
theorem screened_static {t U : ℝ} (ht : 0 < t) (hU : 0 ≤ U) :
    screened t U 0 = U • 1 - (2 * U ^ 2 / (t + U)) • R := by
  have h1 : 0 < t ^ 2 := pow_pos ht 2
  have h2 : 0 ≤ t * U := mul_nonneg ht.le hU
  have hs : t + U ≠ 0 := by positivity
  have hts : 4 * t * (t + U) ≠ 0 := by positivity
  have hc : 8 * t * U ^ 2 / ((0 : ℝ) ^ 2 - 4 * t ^ 2 - 4 * t * U)
      = -(2 * U ^ 2 / (t + U)) := by
    rw [show (0 : ℝ) ^ 2 - 4 * t ^ 2 - 4 * t * U = -(4 * t * (t + U)) by ring,
      div_neg, neg_inj, div_eq_div_iff hts hs]
    ring
  rw [screened_eq (fun h => by linarith) (fun h => by linarith), hc, neg_smul,
    ← sub_eq_add_neg]

/-- The static direct term between the two orbital densities is `U/2`, and the static
coupling between the orbital products is `Ut/(2(t+U))`. -/
theorem static_elements {t U : ℝ} (ht : 0 < t) (hU : 0 ≤ U) :
    n ⬝ᵥ screened t U 0 *ᵥ n = U / 2 ∧
      r ⬝ᵥ screened t U 0 *ᵥ r = U * t / (2 * (t + U)) := by
  have hs : t + U ≠ 0 := by positivity
  have hn : ∀ a b : ℝ, n ⬝ᵥ (a • 1 - b • R) *ᵥ n = a / 2 := by
    intro a b
    simp [n, R, r, Matrix.mulVec, dotProduct, Fin.sum_univ_two]
    ring
  have hr : ∀ a b : ℝ, r ⬝ᵥ (a • 1 - b • R) *ᵥ r = a / 2 - b / 4 := by
    intro a b
    simp [R, r, Matrix.mulVec, dotProduct, Fin.sum_univ_two]
    ring
  rw [screened_static ht hU, hn, hr]
  refine ⟨rfl, ?_⟩
  field_simp
  ring

/-- Resonant triplet Bethe-Salpeter element with orbital gap `2t` and static screening,
for `t > 0` and `U ≥ 0`. -/
def tripletA (t U : ℝ) : ℝ := 2 * t - n ⬝ᵥ screened t U 0 *ᵥ n

/-- Triplet coupling between excitation and de-excitation with static screening,
for `t > 0` and `U ≥ 0`. -/
def tripletB (t U : ℝ) : ℝ := -(r ⬝ᵥ screened t U 0 *ᵥ r)

/-- For `t > 0` and `U ≥ 0`, the triplet Bethe-Salpeter quadratic form with orbital gap `2t` and
static screening is positive definite exactly when `U < (1 + √5) t`. -/
theorem triplet_stable_iff {t U : ℝ} (ht : 0 < t) (hU : 0 ≤ U) :
    (∀ x y : ℝ, x ≠ 0 ∨ y ≠ 0 →
      0 < tripletA t U * (x ^ 2 + y ^ 2) + 2 * tripletB t U * x * y) ↔
      U < (1 + √5) * t := by
  have hs : 0 < 2 * (t + U) := by positivity
  have hA : tripletA t U = 2 * t - U / 2 := by rw [tripletA, (static_elements ht hU).1]
  have hB : tripletB t U = -(U * t / (2 * (t + U))) := by
    rw [tripletB, (static_elements ht hU).2]
  have hB0 : tripletB t U ≤ 0 := by
    have : 0 ≤ U * t / (2 * (t + U)) := by positivity
    linarith
  -- the softest combination changes sign at `U = (1 + √5) t`
  have hsum : (tripletA t U + tripletB t U) * (2 * (t + U))
      = ((1 + √5) * t - U) * (U + (√5 - 1) * t) := by
    have h5 : √5 ^ 2 = (5 : ℝ) := Real.sq_sqrt (by norm_num)
    have hc := div_mul_cancel₀ (U * t) hs.ne'
    rw [hA, hB]
    linear_combination -hc - t ^ 2 * h5
  have h1 : (1 : ℝ) < √5 := by
    rw [Real.lt_sqrt (by norm_num)]
    norm_num
  have hpos : 0 < U + (√5 - 1) * t := by
    have := mul_pos (sub_pos.2 h1) ht
    linarith
  constructor
  · intro h
    have h11 := h 1 1 (Or.inl one_ne_zero)
    have hAB : 0 < tripletA t U + tripletB t U := by linarith
    have hp := mul_pos hAB hs
    rw [hsum] at hp
    have := (mul_pos_iff_of_pos_right hpos).1 hp
    linarith
  · intro h x y hxy
    have hp : 0 < ((1 + √5) * t - U) * (U + (√5 - 1) * t) :=
      mul_pos (by linarith) hpos
    rw [← hsum] at hp
    have hAB := (mul_pos_iff_of_pos_right hs).1 hp
    have hq : 0 < x ^ 2 + y ^ 2 := by
      rcases hxy with hx | hy <;> positivity
    nlinarith [mul_pos hAB hq, mul_nonneg (neg_nonneg.2 hB0) (sq_nonneg (x - y))]

end

end HubbardDimerScreening
```

```lean
#print axioms HubbardDimerScreening.dielectric_singular_iff
-- 'HubbardDimerScreening.dielectric_singular_iff' depends on axioms: [propext, Classical.choice, Quot.sound]
#print axioms HubbardDimerScreening.dielectric_mulVec_r
-- 'HubbardDimerScreening.dielectric_mulVec_r' depends on axioms: [propext, Classical.choice, Quot.sound]
#print axioms HubbardDimerScreening.screened_static
-- 'HubbardDimerScreening.screened_static' depends on axioms: [propext, Classical.choice, Quot.sound]
#print axioms HubbardDimerScreening.triplet_stable_iff
-- 'HubbardDimerScreening.triplet_stable_iff' depends on axioms: [propext, Classical.choice, Quot.sound]
```

### How the Lean proof follows the algebra

`R_mul_R` checks $R^2 = R/2$ entry by entry, and `dielectric_eq` collects the prefactors into $1 - aR$. In `dielectric_det`, the $2\times2$ determinant formula gives $1 - a/2$ for arbitrary $a$, and the actual coefficient is then inserted. `dielectric_singular_iff` turns invertibility of the matrix into a nonzero determinant, so only the numerator $E$ is left to discuss. `dielectric_mulVec_r` computes $Rr = r/2$ and substitutes it.

The main step of `screened_eq` is `hinv`, which verifies the trial inverse. The two fractions are replaced by letters `a` and `b`, known only through $aD = 8tU$ and $bE = 8tU$. From these, `linear_combination` proves $b - a - ab/2 = 0$ after multiplication by $DE$, which is nonzero by the two frequency hypotheses. The `calc` block expands the product using `R_mul_R`, and `Matrix.inv_eq_right_inv` identifies the trial matrix with the inverse.

`screened_static` sets the frequency to zero and simplifies the coefficient. `static_elements` first evaluates both quadratic forms for a matrix $a\,\mathbb 1 - bR$, where $a$ and $b$ are now arbitrary numbers, obtaining $a/2$ for $n$ and $a/2 - b/4$ for $r$, and then inserts the static coefficients.

In `triplet_stable_iff`, `hsum` is the factorisation of $2(t+U)(A+B)$, and `hpos` shows that its second factor is positive. The forward direction evaluates the form at $x = y = 1$. In the reverse direction, `nlinarith` receives the two products $(A+B)(x^2+y^2) > 0$ and $-B(x-y)^2 \ge 0$, whose sum is the quadratic form.
